# For a hydrogenic 1s trial orbital with the wrong exponent, the force-regularised contact density lies strictly between the direct and the exact value

For one electron in an s state of a hydrogenic atom, the Darwin and Fermi contact terms are both proportional to the electron density at the nucleus. With an approximate wavefunction, one can read this density off at that single point, or replace the point value by an integral over space weighted with the nuclear force; for an exact bound s state the two agree. The problems below compare them for a trial orbital proportional to $e^{-\zeta r}$, which is the exact ground state when $\zeta$ equals the nuclear charge $Z$ in atomic units. For trial orbitals of another shape, such as a Gaussian, the ordering in the title can fail. Atoms with several electrons are not treated: there the Fermi contact term involves the spin density, and the integral acquires further terms.

Atomic units are used, with a fixed point nucleus of charge $Z$ and no relativistic or spin terms in the Hamiltonian. In Lean, `ℝ³` is three-dimensional Euclidean space, and $r=\|x\|$ is the distance from the nucleus.

```lean
import Mathlib

open MeasureTheory Set Filter
open scoped Real Topology

namespace ForceRegularisedContact

noncomputable section

local notation "ℝ³" => EuclideanSpace ℝ (Fin 3)
```

The trial orbital has exponent $\zeta>0$ and radial profile $R_\zeta(r)=\sqrt{\zeta^3/\pi}\,e^{-\zeta r}$, which is `radial ζ r`.

```lean
/-- Radial profile `√(ζ³/π) exp(-ζr)` of the 1s orbital with exponent `ζ`. -/
def radial (ζ r : ℝ) : ℝ := Real.sqrt (ζ ^ 3 / π) * Real.exp (-(ζ * r))
```

As a function on space it is $\psi_\zeta(x)=R_\zeta(\|x\|)$.

```lean
/-- The 1s trial orbital with exponent `ζ` as a function on three-dimensional space. -/
def orbital (ζ : ℝ) (x : ℝ³) : ℝ := radial ζ ‖x‖
```

The direct contact density of a real wavefunction $\psi$ is $\psi(0)^2$.

```lean
/-- Direct contact density: the square of the wavefunction at the nucleus. -/
def directContact (ψ : ℝ³ → ℝ) : ℝ := ψ 0 ^ 2
```

The regularised one is $F_Z[\psi]=\int \frac{Z}{2\pi r^2}\,\psi^2\,d^3x$. Its weight is $1/(2\pi)$ times the radial derivative of the nuclear potential $-Z/r$.

```lean
/-- Force-regularised contact density: the integral of `Z/(2πr²) ψ²` over space.
The integrand is meant for `r ≠ 0`; the origin has measure zero. -/
def forceContact (Z : ℝ) (ψ : ℝ³ → ℝ) : ℝ :=
  ∫ x : ℝ³, Z / (2 * π * ‖x‖ ^ 2) * ψ x ^ 2
```

## (a) From space to the radial half-line

Show that a radial function satisfies
$$\int f(\|x\|)\,d^3x=4\pi\int_0^\infty r^2f(r)\,dr.$$

**Solution.** The ball of radius $r$ has volume $\tfrac43\pi r^3$, so the shell between $r$ and $r+dr$ has volume $4\pi r^2dr$. Summing $f(r)$ over shells gives the formula.

Lean's general formula has the factor 3 times the volume of the unit ball, which is $4\pi/3$. No condition on `f` appears because Lean assigns the integral 0 to a non-integrable function; the identity has its usual meaning when $r^2f(r)$ is integrable.

```lean
/-- The integral of a radial function over space is `4π` times the integral of `r² f(r)`
over `r > 0`. -/
theorem integral_radial (f : ℝ → ℝ) :
    ∫ x : ℝ³, f ‖x‖ = 4 * π * ∫ r in Ioi (0 : ℝ), r ^ 2 * f r := by
  -- volume of the unit ball
  have hv : (volume : Measure ℝ³).real (Metric.ball 0 1) = π * 4 / 3 := by
    rw [Measure.real, EuclideanSpace.volume_ball_fin_three, ENNReal.ofReal_one, one_pow,
      one_mul, ENNReal.toReal_ofReal (by positivity)]
  have h := integral_fun_norm_addHaar (volume : Measure ℝ³) f
  rw [h, hv, finrank_euclideanSpace_fin]
  simp only [nsmul_eq_mul, smul_eq_mul, Nat.reduceSub]
  push_cast
  ring
```

## (b) Powers times an exponential

For $b>0$ and $n=0,1,2,\dots$, show that
$$\int_0^\infty r^ne^{-br}\,dr=\frac{n!}{b^{n+1}}.$$

**Solution.** Substitute $t=br$. The integral becomes $b^{-(n+1)}\int_0^\infty t^ne^{-t}dt=b^{-(n+1)}\,\Gamma(n+1)$, and $\Gamma(n+1)=n!$.

The Lean proof takes the Gamma integral from Mathlib and converts real powers to natural ones.

```lean
/-- For `b > 0` the integral of `rⁿ exp(-br)` over `r > 0` is `n!/bⁿ⁺¹`. -/
theorem integral_pow_exp (n : ℕ) {b : ℝ} (hb : 0 < b) :
    ∫ r in Ioi (0 : ℝ), r ^ n * Real.exp (-(b * r)) = (n.factorial : ℝ) / b ^ (n + 1) := by
  have h := Real.integral_rpow_mul_exp_neg_mul_Ioi (a := (n : ℝ) + 1) (r := b)
    (by positivity) hb
  simp only [add_sub_cancel_right, Real.rpow_natCast] at h
  rw [Real.Gamma_nat_eq_factorial,
    show (n : ℝ) + 1 = ((n + 1 : ℕ) : ℝ) by norm_num, Real.rpow_natCast] at h
  rw [h, one_div, inv_pow, div_eq_mul_inv, mul_comm]
```

## (c) The squared profile

Show that $R_\zeta(r)^2=\dfrac{\zeta^3}{\pi}e^{-2\zeta r}$.

**Solution.** Since $\zeta^3/\pi>0$, squaring removes the root; squaring the exponential doubles its exponent.

```lean
/-- For `ζ > 0` the squared radial profile is `(ζ³/π) exp(-2ζr)`. -/
theorem radial_sq {ζ : ℝ} (hζ : 0 < ζ) (r : ℝ) :
    radial ζ r ^ 2 = ζ ^ 3 / π * Real.exp (-(2 * ζ * r)) := by
  rw [radial, mul_pow, Real.sq_sqrt (by positivity), ← Real.exp_nat_mul]
  congr 2
  push_cast
  ring
```

## (d) Normalisation

Show that $\int\psi_\zeta^2\,d^3x=1$.

**Solution.** By (a), (c), and (b) with $n=2$, $b=2\zeta$,
$$4\pi\cdot\frac{\zeta^3}{\pi}\cdot\frac{2!}{(2\zeta)^3}=\frac{8\zeta^3}{8\zeta^3}=1.$$

In Lean, `hc` rewrites the radial integrand, and `field_simp` clears the final fractions.

```lean
/-- For `ζ > 0` the trial orbital is normalised. -/
theorem orbital_normalised {ζ : ℝ} (hζ : 0 < ζ) : ∫ x : ℝ³, orbital ζ x ^ 2 = 1 := by
  have h := integral_radial (fun r => radial ζ r ^ 2)
  have hc : ∫ r in Ioi (0 : ℝ), r ^ 2 * radial ζ r ^ 2
      = ∫ r in Ioi (0 : ℝ), ζ ^ 3 / π * (r ^ 2 * Real.exp (-(2 * ζ * r))) := by
    refine setIntegral_congr_fun measurableSet_Ioi fun r _ => ?_
    simp only [radial_sq hζ]
    ring
  rw [hc, integral_const_mul, integral_pow_exp 2 (by positivity : 0 < 2 * ζ)] at h
  refine h.trans ?_
  have hp := Real.pi_ne_zero
  have hz := hζ.ne'
  norm_num [Nat.factorial]
  field_simp
  norm_num
```

## (e) The reference orbital

Show that $R=R_Z$ satisfies
$$-\tfrac12\,(rR''+2R')-ZR=-\tfrac{Z^2}{2}\,rR.$$

**Solution.** We have $R'=-ZR$ and $R''=Z^2R$. The left side is therefore $-\tfrac12Z^2rR+ZR-ZR$, which is the right side.

For $r>0$, division by $r$ gives the radial s-state Schrödinger equation with energy $-Z^2/2$. This is the sense in which the orbital with $\zeta=Z$ is exact; that no state lies lower is not part of the statement. The Lean proof finds the first derivative, `h`, and differentiates again.

```lean
/-- The profile with exponent `Z` solves the radial s-state Schrödinger equation of the
hydrogenic atom, multiplied through by `r`, with energy `-Z²/2`. -/
theorem radial_schrodinger (Z r : ℝ) :
    -(1 / 2) * (r * deriv (deriv (radial Z)) r + 2 * deriv (radial Z) r) - Z * radial Z r
      = -(Z ^ 2 / 2) * (r * radial Z r) := by
  have h : ∀ s, HasDerivAt (radial Z) (-Z * radial Z s) s := by
    intro s
    have h0 : HasDerivAt (fun t : ℝ => -(Z * t)) (-(Z * 1)) s :=
      ((hasDerivAt_id' s).const_mul Z).fun_neg
    exact (h0.exp.const_mul (Real.sqrt (Z ^ 3 / π))).congr_deriv (by unfold radial; ring)
  have hd : deriv (radial Z) = fun s => -Z * radial Z s := funext fun s => (h s).deriv
  have hdd : deriv (deriv (radial Z)) r = -Z * (-Z * radial Z r) := by
    rw [hd]
    exact ((h r).const_mul (-Z)).deriv
  rw [hdd, (h r).deriv]
  ring
```

## (f) The direct value

Show that $\psi_\zeta(0)^2=\zeta^3/\pi$.

**Solution.** Put $r=0$ in (c). With $\zeta=Z$ this also gives the exact value, $Z^3/\pi$.

```lean
/-- For `ζ > 0` the direct contact density of the trial orbital is `ζ³/π`. -/
theorem directContact_orbital {ζ : ℝ} (hζ : 0 < ζ) :
    directContact (orbital ζ) = ζ ^ 3 / π := by
  rw [directContact, orbital, radial_sq hζ, norm_zero, mul_zero, neg_zero, Real.exp_zero,
    mul_one]
```

## (g) The regularised value

Show that $F_Z[\psi_\zeta]=Z\zeta^2/\pi$.

**Solution.** The volume factor $r^2$ cancels the singular weight, leaving (b) with $n=0$:
$$4\pi\int_0^\infty r^2\,\frac{Z}{2\pi r^2}\,\frac{\zeta^3}{\pi}e^{-2\zeta r}dr=\frac{2Z\zeta^3}{\pi}\cdot\frac1{2\zeta}=\frac{Z\zeta^2}{\pi}.$$

The cancellation is the step `hc`, which uses $r\neq0$ on the open half-line. By hand, the same argument with weight $1/r$ and $n=1$ gives a neighbouring result, $\int\psi_\zeta^2/r\,d^3x=\zeta$.

```lean
/-- For `ζ > 0` the force-regularised contact density of the trial orbital is `Zζ²/π`. -/
theorem forceContact_orbital (Z : ℝ) {ζ : ℝ} (hζ : 0 < ζ) :
    forceContact Z (orbital ζ) = Z * ζ ^ 2 / π := by
  have h := integral_radial (fun r => Z / (2 * π * r ^ 2) * radial ζ r ^ 2)
  have hp := Real.pi_ne_zero
  -- the volume factor `r²` cancels the singularity of the force operator
  have hc : ∫ r in Ioi (0 : ℝ), r ^ 2 * (Z / (2 * π * r ^ 2) * radial ζ r ^ 2)
      = ∫ r in Ioi (0 : ℝ),
          Z * ζ ^ 3 / (2 * π ^ 2) * (r ^ 0 * Real.exp (-(2 * ζ * r))) := by
    refine setIntegral_congr_fun measurableSet_Ioi fun r hr => ?_
    have hr0 : r ≠ 0 := ne_of_gt hr
    simp only [radial_sq hζ, pow_zero, one_mul]
    field_simp
  rw [hc, integral_const_mul, integral_pow_exp 0 (by positivity : 0 < 2 * ζ)] at h
  refine h.trans ?_
  have hz := hζ.ne'
  simp only [Nat.factorial_zero, Nat.cast_one, zero_add, pow_one]
  field_simp
  ring
```

## (h) Strict ordering

Let $Z,\zeta>0$ and $\zeta\neq Z$. Show that
$$\zeta^3<Z\zeta^2<Z^3\ \text{ if }\zeta<Z,\qquad Z^3<Z\zeta^2<\zeta^3\ \text{ if }\zeta>Z,$$
and deduce the order of the three densities.

**Solution.** The two gaps are
$$Z\zeta^2-\zeta^3=\zeta^2(Z-\zeta),\qquad Z^3-Z\zeta^2=Z(Z-\zeta)(Z+\zeta).$$
Both have the sign of $Z-\zeta$. Dividing by $\pi$ gives the order of the densities.

The Lean statement repeats the value from (g) and joins the two cases by "or". In each case `nlinarith` receives the positive products that correspond to these factorisations.

```lean
/-- For `Z, ζ > 0` and `ζ ≠ Z`, the force-regularised contact density equals `Zζ²/π` and lies
strictly between the direct value of the trial orbital and the value of the orbital with
exponent `Z`: from below if `ζ < Z`, from above if `ζ > Z`. -/
theorem forceContact_strictly_between {Z ζ : ℝ} (hZ : 0 < Z) (hζ : 0 < ζ) (hne : ζ ≠ Z) :
    forceContact Z (orbital ζ) = Z * ζ ^ 2 / π ∧
    ((ζ < Z ∧ directContact (orbital ζ) < forceContact Z (orbital ζ) ∧
        forceContact Z (orbital ζ) < directContact (orbital Z)) ∨
      (Z < ζ ∧ directContact (orbital Z) < forceContact Z (orbital ζ) ∧
        forceContact Z (orbital ζ) < directContact (orbital ζ))) := by
  refine ⟨forceContact_orbital Z hζ, ?_⟩
  rw [forceContact_orbital Z hζ, directContact_orbital hζ, directContact_orbital hZ]
  rcases lt_or_gt_of_ne hne with h | h
  · have h1 : ζ ^ 3 < Z * ζ ^ 2 := by
      nlinarith [mul_pos (sub_pos.2 h) (pow_pos hζ 2)]
    have h2 : Z * ζ ^ 2 < Z ^ 3 := by
      nlinarith [mul_pos (mul_pos hZ (sub_pos.2 h)) (add_pos hZ hζ)]
    exact Or.inl ⟨h, div_lt_div_of_pos_right h1 Real.pi_pos,
      div_lt_div_of_pos_right h2 Real.pi_pos⟩
  · have h1 : Z * ζ ^ 2 < ζ ^ 3 := by
      nlinarith [mul_pos (sub_pos.2 h) (pow_pos hζ 2)]
    have h2 : Z ^ 3 < Z * ζ ^ 2 := by
      nlinarith [mul_pos (mul_pos hZ (sub_pos.2 h)) (add_pos hZ hζ)]
    exact Or.inr ⟨h, div_lt_div_of_pos_right h2 Real.pi_pos,
      div_lt_div_of_pos_right h1 Real.pi_pos⟩
```

## (i) How much the error shrinks

For $Z,\zeta>0$, show that
$$F_Z[\psi_\zeta]-\frac{Z^3}{\pi}=\frac{Z(Z+\zeta)}{Z^2+Z\zeta+\zeta^2}\left(\frac{\zeta^3}{\pi}-\frac{Z^3}{\pi}\right).$$

**Solution.** The regularised error is $Z(\zeta-Z)(\zeta+Z)/\pi$, and the direct error is $(\zeta-Z)(Z^2+Z\zeta+\zeta^2)/\pi$. Comparing them gives the factor. It is positive, and it is below 1 because its denominator exceeds its numerator by $\zeta^2$. The error therefore keeps its sign and, for $\zeta\neq Z$, becomes smaller.

Take $Z=1$ and $\zeta=0.9$. In units of $1/\pi$, the direct, regularised and exact values are $0.729$, $0.81$ and $1$. The errors are $-0.271$ and $-0.19$, with ratio $1.9/2.71\approx0.70$.

Lean inserts the closed forms, clears the denominator and compares polynomials.

```lean
/-- For `Z, ζ > 0` the error of the regularised contact density is the error of the direct one
times `Z(Z+ζ)/(Z²+Zζ+ζ²)`. -/
theorem error_reduction {Z ζ : ℝ} (hZ : 0 < Z) (hζ : 0 < ζ) :
    forceContact Z (orbital ζ) - directContact (orbital Z)
      = Z * (Z + ζ) / (Z ^ 2 + Z * ζ + ζ ^ 2) *
        (directContact (orbital ζ) - directContact (orbital Z)) := by
  have hD : Z ^ 2 + Z * ζ + ζ ^ 2 ≠ 0 := by positivity
  rw [forceContact_orbital Z hζ, directContact_orbital hζ, directContact_orbital hZ,
    div_mul_eq_mul_div, eq_div_iff hD]
  ring
```

## (j) Nearly correct exponents

For $Z>0$, show that
$$\lim_{\zeta\to Z,\ \zeta\ne Z}\frac{F_Z[\psi_\zeta]-Z^3/\pi}{\zeta^3/\pi-Z^3/\pi}=\frac23.$$

**Solution.** For $\zeta\neq Z$ the direct error is nonzero, so by (i) the ratio equals the factor found there. That factor is continuous at $\zeta=Z$, where it is $2Z^2/(3Z^2)=2/3$. For a small error in the exponent, regularisation thus removes about a third of the error in the contact density.

In Lean, `𝓝[≠] Z` expresses the approach to $Z$ with $\zeta\neq Z$. Near $Z$ the exponent is positive, so (i) applies, and (h) shows that the denominator is nonzero.

```lean
/-- For `Z > 0`, as the exponent `ζ ≠ Z` tends to `Z`, the ratio of the regularised error to the
direct error tends to `2/3`. -/
theorem error_ratio_tendsto {Z : ℝ} (hZ : 0 < Z) :
    Tendsto (fun ζ => (forceContact Z (orbital ζ) - directContact (orbital Z)) /
      (directContact (orbital ζ) - directContact (orbital Z))) (𝓝[≠] Z) (𝓝 (2 / 3)) := by
  have hD : Z ^ 2 + Z * Z + Z ^ 2 ≠ 0 := by positivity
  have hc : ContinuousAt (fun ζ : ℝ => Z * (Z + ζ) / (Z ^ 2 + Z * ζ + ζ ^ 2)) Z :=
    ContinuousAt.div (by fun_prop) (by fun_prop) hD
  have hval : Z * (Z + Z) / (Z ^ 2 + Z * Z + Z ^ 2) = 2 / 3 := by
    rw [div_eq_div_iff hD (by norm_num)]
    ring
  have ht := hc.tendsto
  rw [hval] at ht
  refine (ht.mono_left nhdsWithin_le_nhds).congr' ?_
  -- near `Z` the exponent is positive, so the error factorisation applies
  filter_upwards [self_mem_nhdsWithin, nhdsWithin_le_nhds (lt_mem_nhds hZ)] with ζ hne hζ
  have hd : directContact (orbital ζ) - directContact (orbital Z) ≠ 0 := by
    rcases (forceContact_strictly_between hZ hζ hne).2 with ⟨_, h1, h2⟩ | ⟨_, h1, h2⟩
    · exact (sub_neg.2 (h1.trans h2)).ne
    · exact (sub_pos.2 (h1.trans h2)).ne'
  rw [error_reduction hZ hζ, mul_div_cancel_right₀ _ hd]

end

end ForceRegularisedContact
```

```lean
#print axioms ForceRegularisedContact.orbital_normalised
#print axioms ForceRegularisedContact.radial_schrodinger
#print axioms ForceRegularisedContact.forceContact_strictly_between
#print axioms ForceRegularisedContact.error_ratio_tendsto
```

```
'ForceRegularisedContact.orbital_normalised' depends on axioms: [propext, Classical.choice, Quot.sound]
'ForceRegularisedContact.radial_schrodinger' depends on axioms: [propext, Classical.choice, Quot.sound]
'ForceRegularisedContact.forceContact_strictly_between' depends on axioms: [propext, Classical.choice, Quot.sound]
'ForceRegularisedContact.error_ratio_tendsto' depends on axioms: [propext, Classical.choice, Quot.sound]
```
